# For real symmetric h, the nonidentity Jordan–Wigner coefficients of Σ h_pq a_p† a_q have one-norm ½ Σ |h_pq|

Take n fermionic modes on n qubits, with 0 for empty and 1 for occupied. The annihilation matrix a_j has Z on every qubit before j, the lowering matrix L = |0⟩⟨1| on qubit j, and the identity after it. The one-norm is the sum of the absolute Pauli coefficients, without that of the identity string. For p ≠ q, a single product a_p† a_q expands into four Pauli strings. How can the one-norm of Σ h_pq a_p† a_q then be as simple as half the sum of |h_pq|? Couldn't strings from different pairs also merge or cancel?

## Two of the four strings cancel, and no two pairs share one

The coefficient of a Pauli string P in an operator A is tr(P†A)/2ⁿ. Traces of products of strings factor over qubits, and each factor is 2 for equal letters and 0 otherwise, so the strings are orthonormal.

On the diagonal, the Z factors square to 1 and L†L = |1⟩⟨1|, hence

a_p† a_p = (1 − Z_p)/2.

For p < q, the Z factors before p cancel and those strictly between p and q remain. At p one has L†Z = L†, so a_p† a_q is L† at p, L at q and Z between them. Insert L = (X + iY)/2 and add the adjoint. The mixed XY and YX terms cancel:

a_p† a_q + a_q† a_p = ½ (X Z…Z X + Y Z…Z Y).

Since h_pq = h_qp,

Σ_pq h_pq a_p† a_q = ½ Σ_p h_pp (1 − Z_p) + ½ Σ_{p<q} h_pq (X Z…Z X + Y Z…Z Y).

The end positions and letters identify each nonidentity string, so none of these merge; only the identity parts add up, to ½ tr h. Each diagonal entry contributes |h_pp|/2, and each pair p < q contributes |h_pq|/2 twice, once through its X string and once through its Y string. A sum over all ordered pairs also counts |h_pq| twice, as h_pq and as h_qp. The total is

½ Σ_pq |h_pq|.

## What the theorems say about h

In `pauliOneNorm_oneBody`, `h` is a real matrix over `Fin n`, the hypothesis `h.IsSymm` is its symmetry, and `oneBody h` is the qubit operator, a matrix indexed by occupation patterns `Fin n → Fin 2`. `pauliOneNorm` omits the identity coefficient ½ tr h, which only shifts the energy. `card_pauli_terms` says that as many nonidentity strings occur as `h` has nonzero entries. `pauliOneNorm_diagonal` gives ½ Σ |ε_p| for orbital energies ε.

The modes are spin orbitals if spin is included. Complex Hermitian h, two-electron terms and a comparison between orbital bases are not treated. When this non-interacting Hamiltonian is simulated as a linear combination of unitaries, with the Pauli strings as the unitaries, the norm enters the cost bounds; another choice of unitaries can have a different norm.

## From local identities to a sum over matrix entries

`tensor_adjoint_mul` multiplies product operators qubit by qubit, and `pauliCoeff_pauliString` gives orthonormality. In `number_eq` and `hopping_eq`, the step `split` isolates the sites p and q, where `fin_cases` checks the small matrices entry by entry.

`ladder p q` assigns one string to each ordered pair: Z_p for p = q, the X string for p < q, the Y string for p > q. A single term h_pq a_p† a_q does not match its string for p ≠ q, so `oneBody_expansion` compares the terms for (p,q) and (q,p) together. `ladder_distinct` shows that the strings differ from each other and from the identity.

The decisive device is `Finset.sum_of_injOn`, used in `sum_pauliCoeff`. It equates a sum over a small set with one over a larger set, given an injective map between them, matching values along the map, and zeros outside its image. Here the map is `ladder`, from the n² ordered pairs into the 4ⁿ − 1 nonidentity strings. The summed function `g` is arbitrary apart from `g 0 = 0`: the absolute value yields the norm, and the indicator of nonzero numbers yields the count.

In Lean 4 with Mathlib:

```lean
import Mathlib

open Matrix

namespace JordanWignerOneNorm

/-- The four one-qubit Pauli letters. -/
inductive Pauli
  | I | X | Y | Z
  deriving DecidableEq

instance : Fintype Pauli :=
  ⟨{Pauli.I, Pauli.X, Pauli.Y, Pauli.Z}, fun a => by cases a <;> simp⟩

noncomputable section

/-- The 2 by 2 matrix of a Pauli letter. -/
def Pauli.mat : Pauli → Matrix (Fin 2) (Fin 2) ℂ
  | .I => 1
  | .X => !![0, 1; 1, 0]
  | .Y => !![0, -Complex.I; Complex.I, 0]
  | .Z => !![1, 0; 0, -1]

variable {n : ℕ}

/-- The tensor product of one-qubit matrices, acting on `n` qubits. -/
def tensor (M : Fin n → Matrix (Fin 2) (Fin 2) ℂ) :
    Matrix (Fin n → Fin 2) (Fin n → Fin 2) ℂ :=
  Matrix.of fun s t => ∏ i, M i (s i) (t i)

/-- The operator of a Pauli string. -/
def pauliString (P : Fin n → Pauli) : Matrix (Fin n → Fin 2) (Fin n → Fin 2) ℂ :=
  tensor fun i => (P i).mat

/-- The string with the letter `I` on every qubit. -/
def identityString (n : ℕ) : Fin n → Pauli := fun _ => Pauli.I

/-- The one-qubit lowering matrix, from occupied (1) to empty (0). -/
def lower : Matrix (Fin 2) (Fin 2) ℂ := !![0, 1; 0, 0]

/-- The factor on qubit `i` of the Jordan-Wigner annihilation matrix of mode `j`. -/
def jwFactor (j i : Fin n) : Matrix (Fin 2) (Fin 2) ℂ :=
  if i < j then Pauli.Z.mat else if i = j then lower else 1

/-- The Jordan-Wigner annihilation matrix of mode `j`. -/
def annihilate (j : Fin n) : Matrix (Fin n → Fin 2) (Fin n → Fin 2) ℂ :=
  tensor (jwFactor j)

/-- The Jordan-Wigner image of the one-body operator `∑ h_pq a_p† a_q`. -/
def oneBody (h : Matrix (Fin n) (Fin n) ℝ) : Matrix (Fin n → Fin 2) (Fin n → Fin 2) ℂ :=
  ∑ p, ∑ q, (h p q : ℂ) • ((annihilate p)ᴴ * annihilate q)

/-- The coefficient `tr(P† A) / 2^n` of the Pauli string `P` in `A`, linear in `A`. -/
def pauliCoeff (P : Fin n → Pauli) : Matrix (Fin n → Fin 2) (Fin n → Fin 2) ℂ →ₗ[ℂ] ℂ where
  toFun A := trace ((pauliString P)ᴴ * A) / 2 ^ n
  map_add' A B := by simp [mul_add, add_div]
  map_smul' c A := by simp [mul_div_assoc]

/-- The sum of the absolute values of all nonidentity Pauli coefficients. -/
def pauliOneNorm (A : Matrix (Fin n → Fin 2) (Fin n → Fin 2) ℂ) : ℝ :=
  ∑ P ∈ Finset.univ.erase (identityString n), ‖pauliCoeff P A‖

/-- The string of an ordered pair of modes: `Z` on `p` if `p = q`; otherwise `X` (for `p < q`)
or `Y` (for `q < p`) on both modes, with `Z` on every qubit between them. -/
def ladder (p q i : Fin n) : Pauli :=
  if p = q then (if i = p then .Z else .I)
  else if i = p ∨ i = q then (if p < q then .X else .Y)
  else if (p < i ∧ i < q) ∨ (q < i ∧ i < p) then .Z else .I

/-- The adjoint of one product operator times another is taken qubit by qubit. -/
theorem tensor_adjoint_mul (M N : Fin n → Matrix (Fin 2) (Fin 2) ℂ) :
    (tensor M)ᴴ * tensor N = tensor fun i => (M i)ᴴ * N i := by
  ext s t
  simp only [tensor, Matrix.mul_apply, Matrix.conjTranspose_apply, Matrix.of_apply, star_prod,
    Finset.prod_univ_sum, Fintype.piFinset_univ, Finset.prod_mul_distrib]

/-- Pauli strings are orthonormal in the normalised Hilbert-Schmidt product. -/
theorem pauliCoeff_pauliString (Q P : Fin n → Pauli) :
    pauliCoeff Q (pauliString P) = if Q = P then 1 else 0 := by
  have htr : ∀ a b : Pauli, trace (a.matᴴ * b.mat) = if a = b then (2 : ℂ) else 0 := by
    intro a b
    cases a <;> cases b <;>
      norm_num [Pauli.mat, Matrix.trace_fin_two, Matrix.mul_apply, Fin.sum_univ_two] <;> simp
  have hprod : trace ((pauliString Q)ᴴ * pauliString P)
      = ∏ i, if Q i = P i then (2 : ℂ) else 0 := by
    rw [pauliString, pauliString, tensor_adjoint_mul]
    simp only [← htr]
    simp only [Matrix.trace, Matrix.diag_apply, tensor, Matrix.of_apply,
      Finset.prod_univ_sum, Fintype.piFinset_univ]
  change trace ((pauliString Q)ᴴ * pauliString P) / 2 ^ n = _
  rw [hprod]
  by_cases h : Q = P
  · subst h
    simp
  · obtain ⟨i, hi⟩ := Function.ne_iff.mp h
    have hz : ∏ i, (if Q i = P i then (2 : ℂ) else 0) = 0 :=
      Finset.prod_eq_zero (Finset.mem_univ i) (if_neg hi)
    rw [hz, if_neg h, zero_div]

/-- The number operator of mode `p` is `(1 - Z_p) / 2`. -/
theorem number_eq (p : Fin n) : (annihilate p)ᴴ * annihilate p
    = (1 / 2 : ℂ) • (pauliString (identityString n) - pauliString (ladder p p)) := by
  have hZ : Pauli.Z.matᴴ * Pauli.Z.mat = 1 := by
    ext i j
    fin_cases i <;> fin_cases j <;> simp [Pauli.mat, Matrix.mul_apply, Fin.sum_univ_two]
  have hloc : ∀ a b : Fin 2, (lowerᴴ * lower) a b
      = 1 / 2 * (Pauli.I.mat a b - Pauli.Z.mat a b) := by
    intro a b
    fin_cases a <;> fin_cases b <;>
      norm_num [lower, Pauli.mat, Matrix.mul_apply, Fin.sum_univ_two]
  rw [annihilate, tensor_adjoint_mul]
  ext s t
  -- all three product operators are the identity away from `p`
  have split : ∀ M : Fin n → Matrix (Fin 2) (Fin 2) ℂ, (∀ i, i ≠ p → M i = 1) →
      tensor M s t = M p (s p) (t p) *
        ∏ i ∈ Finset.univ.erase p, (1 : Matrix (Fin 2) (Fin 2) ℂ) (s i) (t i) := by
    intro M hM
    simp only [tensor, Matrix.of_apply]
    rw [← Finset.mul_prod_erase Finset.univ (fun i => M i (s i) (t i)) (Finset.mem_univ p)]
    congr 1
    exact Finset.prod_congr rfl fun i hi => by rw [hM i (Finset.ne_of_mem_erase hi)]
  simp only [Matrix.smul_apply, Matrix.sub_apply, smul_eq_mul, pauliString]
  rw [split (fun i => (jwFactor p i)ᴴ * jwFactor p i) (fun i hi => by
      rcases lt_or_gt_of_ne hi with h | h
      · simp [jwFactor, h, hZ]
      · simp [jwFactor, lt_asymm h, hi]),
    split (fun i => (identityString n i).mat) (fun i _ => rfl),
    split (fun i => (ladder p p i).mat) (fun i hi => by simp [ladder, hi, Pauli.mat])]
  have e1 : jwFactor p p = lower := by simp [jwFactor]
  have e2 : ladder p p p = Pauli.Z := by simp [ladder]
  simp only [e1, e2, identityString]
  rw [hloc]
  ring

/-- For `p < q`, hopping between the modes is half the sum of the `X Z…Z X` and `Y Z…Z Y`
strings. -/
theorem hopping_eq {p q : Fin n} (hpq : p < q) :
    (annihilate p)ᴴ * annihilate q + (annihilate q)ᴴ * annihilate p
      = (1 / 2 : ℂ) • (pauliString (ladder p q) + pauliString (ladder q p)) := by
  have hZ : Pauli.Z.matᴴ = Pauli.Z.mat := by
    ext i j
    fin_cases i <;> fin_cases j <;> simp [Pauli.mat]
  have hZ2 : Pauli.Z.mat * Pauli.Z.mat = 1 := by
    ext i j
    fin_cases i <;> fin_cases j <;> simp [Pauli.mat, Matrix.mul_apply, Fin.sum_univ_two]
  have hI : Pauli.I.mat = 1 := rfl
  have hloc : ∀ a b c d : Fin 2, (lowerᴴ * Pauli.Z.mat) a b * lower c d
      + (Pauli.Z.matᴴ * lower) a b * lowerᴴ c d
      = 1 / 2 * (Pauli.X.mat a b * Pauli.X.mat c d + Pauli.Y.mat a b * Pauli.Y.mat c d) := by
    intro a b c d
    fin_cases a <;> fin_cases b <;> fin_cases c <;> fin_cases d <;>
      norm_num [lower, Pauli.mat, Matrix.mul_apply, Fin.sum_univ_two]
  -- away from `p` and `q` all four products carry the same factors
  have off : ∀ i, i ≠ p → i ≠ q →
      (jwFactor p i)ᴴ * jwFactor q i = (if p < i ∧ i < q then Pauli.Z.mat else 1) ∧
      (jwFactor q i)ᴴ * jwFactor p i = (if p < i ∧ i < q then Pauli.Z.mat else 1) ∧
      (ladder p q i).mat = (if p < i ∧ i < q then Pauli.Z.mat else 1) ∧
      (ladder q p i).mat = (if p < i ∧ i < q then Pauli.Z.mat else 1) := by
    intro i hip hiq
    rcases lt_or_gt_of_ne hip with h1 | h1 <;> rcases lt_or_gt_of_ne hiq with h2 | h2
    · simp [jwFactor, ladder, h1, h2, lt_asymm h1, lt_asymm h2, hip, hiq, hpq.ne, hpq.ne',
        hZ, hZ2, hI]
    · exact absurd (h1.trans hpq) (lt_asymm h2)
    · simp [jwFactor, ladder, h1, h2, lt_asymm h1, lt_asymm h2, hip, hiq, hpq.ne, hpq.ne', hZ]
    · simp [jwFactor, ladder, h1, h2, lt_asymm h1, lt_asymm h2, hip, hiq, hpq.ne, hpq.ne', hI]
  simp only [annihilate, tensor_adjoint_mul]
  ext s t
  have split : ∀ M : Fin n → Matrix (Fin 2) (Fin 2) ℂ,
      (∀ i, i ≠ p → i ≠ q → M i = if p < i ∧ i < q then Pauli.Z.mat else 1) →
      tensor M s t = M p (s p) (t p) * M q (s q) (t q) *
        ∏ i ∈ (Finset.univ.erase p).erase q,
          (if p < i ∧ i < q then Pauli.Z.mat else 1) (s i) (t i) := by
    intro M hM
    simp only [tensor, Matrix.of_apply]
    rw [← Finset.mul_prod_erase Finset.univ (fun i => M i (s i) (t i)) (Finset.mem_univ p),
      ← Finset.mul_prod_erase (Finset.univ.erase p) (fun i => M i (s i) (t i))
        (Finset.mem_erase.mpr ⟨hpq.ne', Finset.mem_univ q⟩), ← mul_assoc]
    congr 1
    exact Finset.prod_congr rfl fun i hi => by
      rw [hM i (Finset.ne_of_mem_erase (Finset.mem_of_mem_erase hi))
        (Finset.ne_of_mem_erase hi)]
  simp only [Matrix.smul_apply, Matrix.add_apply, smul_eq_mul, pauliString]
  rw [split _ (fun i a b => (off i a b).1), split _ (fun i a b => (off i a b).2.1),
    split _ (fun i a b => (off i a b).2.2.1), split _ (fun i a b => (off i a b).2.2.2)]
  have e1 : jwFactor p p = lower := by simp [jwFactor]
  have e2 : jwFactor q q = lower := by simp [jwFactor]
  have e3 : jwFactor q p = Pauli.Z.mat := by simp [jwFactor, hpq]
  have e4 : jwFactor p q = 1 := by simp [jwFactor, lt_asymm hpq, hpq.ne']
  have e5 : ladder p q p = Pauli.X := by simp [ladder, hpq, hpq.ne]
  have e6 : ladder p q q = Pauli.X := by simp [ladder, hpq, hpq.ne]
  have e7 : ladder q p p = Pauli.Y := by simp [ladder, lt_asymm hpq, hpq.ne']
  have e8 : ladder q p q = Pauli.Y := by simp [ladder, lt_asymm hpq, hpq.ne']
  simp only [e1, e2, e3, e4, e5, e6, e7, e8, Matrix.conjTranspose_one, one_mul, mul_one]
  rw [← add_mul, hloc]
  ring

/-- Pauli expansion for real symmetric `h`: the identity carries half the trace of `h`, and the
string of the pair `(p, q)` carries `h_pq / 2`, with a minus sign when `p = q`. -/
theorem oneBody_expansion {h : Matrix (Fin n) (Fin n) ℝ} (hs : h.IsSymm) :
    oneBody h = (∑ p, (h p p : ℂ) / 2) • pauliString (identityString n)
      + ∑ p, ∑ q, ((if p = q then -1 else 1) * (h p q : ℂ) / 2) • pauliString (ladder p q) := by
  let T : Fin n → Fin n → Matrix (Fin n → Fin 2) (Fin n → Fin 2) ℂ :=
    fun p q => (h p q : ℂ) • ((annihilate p)ᴴ * annihilate q)
  let G : Fin n → Fin n → Matrix (Fin n → Fin 2) (Fin n → Fin 2) ℂ :=
    fun p q => (if p = q then (h p q : ℂ) / 2 else 0) • pauliString (identityString n)
      + ((if p = q then -1 else 1) * (h p q : ℂ) / 2) • pauliString (ladder p q)
  -- the two sides agree after adding the pairs `(p, q)` and `(q, p)`
  have pair : ∀ p q, T p q + T q p = G p q + G q p := by
    intro p q
    simp only [T, G]
    rw [hs.apply p q]
    rcases lt_trichotomy p q with hpq | hpq | hpq
    · simp only [if_neg hpq.ne, if_neg hpq.ne']
      linear_combination (norm := module) (h p q : ℂ) • hopping_eq hpq
    · subst hpq
      simp only [↓reduceIte]
      rw [number_eq]
      module
    · simp only [if_neg hpq.ne, if_neg hpq.ne']
      linear_combination (norm := module) (h p q : ℂ) • hopping_eq hpq
  have dbl : ∀ F : Fin n → Fin n → Matrix (Fin n → Fin 2) (Fin n → Fin 2) ℂ,
      ∑ p, ∑ q, F p q = (1 / 2 : ℂ) • ∑ p, ∑ q, (F p q + F q p) := by
    intro F
    have hc : ∑ p, ∑ q, F q p = ∑ p, ∑ q, F p q := Finset.sum_comm
    simp only [Finset.sum_add_distrib]
    rw [hc]
    module
  have key : ∑ p, ∑ q, T p q = ∑ p, ∑ q, G p q := by
    rw [dbl T, dbl G]
    congr 1
    exact Finset.sum_congr rfl fun p _ => Finset.sum_congr rfl fun q _ => pair p q
  refine Eq.trans key ?_
  simp only [G, Finset.sum_add_distrib, ← Finset.sum_smul, Finset.sum_ite_eq,
    Finset.mem_univ, if_true]

/-- Different ordered pairs of modes have different strings, and none is the identity string. -/
theorem ladder_distinct (p q : Fin n) : ladder p q ≠ identityString n ∧
    ∀ p' q', ladder p q = ladder p' q' ↔ p = p' ∧ q = q' := by
  have hX : ∀ a b i : Fin n, ladder a b i = Pauli.X ↔ a < b ∧ (i = a ∨ i = b) := by
    intro a b i
    unfold ladder
    split_ifs <;> simp_all
  have hY : ∀ a b i : Fin n, ladder a b i = Pauli.Y ↔
      (¬ a < b ∧ a ≠ b) ∧ (i = a ∨ i = b) := by
    intro a b i
    unfold ladder
    split_ifs <;> simp_all
  refine ⟨fun h => ?_, fun p' q' => ⟨fun h => ?_, fun h => by rw [h.1, h.2]⟩⟩
  · have h1 : ladder p q p = Pauli.I := congrFun h p
    unfold ladder at h1
    split_ifs at h1 <;> simp_all
  · rcases lt_trichotomy p q with hpq | hpq | hpq
    · have h1 := (hX p' q' p).mp (by rw [← h]; exact (hX p q p).mpr ⟨hpq, Or.inl rfl⟩)
      have h2 := (hX p' q' q).mp (by rw [← h]; exact (hX p q q).mpr ⟨hpq, Or.inr rfl⟩)
      omega
    · subst hpq
      have h1 : ¬ p' < q' := fun hl => lt_irrefl p
        ((hX p p p').mp (by rw [h]; exact (hX p' q' p').mpr ⟨hl, Or.inl rfl⟩)).1
      have h2 : p' = q' := by
        by_contra hne
        exact ((hY p p p').mp (by
          rw [h]; exact (hY p' q' p').mpr ⟨⟨h1, hne⟩, Or.inl rfl⟩)).1.2 rfl
      subst h2
      have h3 : p = p' := by
        by_contra hne
        have h4 := congrFun h p
        simp [ladder, hne] at h4
      exact ⟨h3, h3⟩
    · have hn : ¬ p < q ∧ p ≠ q := ⟨lt_asymm hpq, hpq.ne'⟩
      have h1 := (hY p' q' p).mp (by rw [← h]; exact (hY p q p).mpr ⟨hn, Or.inl rfl⟩)
      have h2 := (hY p' q' q).mp (by rw [← h]; exact (hY p q q).mpr ⟨hn, Or.inr rfl⟩)
      omega

/-- For real symmetric `h`, summing a function that vanishes at zero over the nonidentity Pauli
coefficients is the same as summing it over the values `± h_pq / 2`, minus for `p = q`. -/
theorem sum_pauliCoeff {M : Type*} [AddCommMonoid M] {h : Matrix (Fin n) (Fin n) ℝ}
    (hs : h.IsSymm) (g : ℂ → M) (hg : g 0 = 0) :
    ∑ P ∈ Finset.univ.erase (identityString n), g (pauliCoeff P (oneBody h))
      = ∑ x : Fin n × Fin n, g ((if x.1 = x.2 then -1 else 1) * (h x.1 x.2 : ℂ) / 2) := by
  have coeff : ∀ Q, Q ≠ identityString n → pauliCoeff Q (oneBody h)
      = ∑ p, ∑ q, ((if p = q then -1 else 1) * (h p q : ℂ) / 2)
          * (if Q = ladder p q then 1 else 0) := by
    intro Q hQ
    rw [oneBody_expansion hs]
    simp only [map_add, map_sum, map_smul, smul_eq_mul, pauliCoeff_pauliString, if_neg hQ,
      mul_zero, zero_add]
  have delta : ∀ (w : Fin n → Fin n → ℂ) (p q : Fin n),
      ∑ x, ∑ y, w x y * (if ladder p q = ladder x y then 1 else 0) = w p q := by
    intro w p q
    have hw : ∀ x y, w x y * (if ladder p q = ladder x y then 1 else 0)
        = if q = y then (if p = x then w x y else 0) else 0 := by
      intro x y
      simp only [(ladder_distinct p q).2 x y]
      by_cases hx : p = x <;> by_cases hy : q = y <;> simp [hx, hy]
    simp only [hw, Finset.sum_ite_eq, Finset.mem_univ, if_true]
  symm
  apply Finset.sum_of_injOn (fun x : Fin n × Fin n => ladder x.1 x.2)
  · intro x _ y _ hxy
    exact Prod.ext_iff.mpr (((ladder_distinct x.1 x.2).2 y.1 y.2).mp hxy)
  · intro x _
    exact Finset.mem_coe.mpr
      (Finset.mem_erase.mpr ⟨(ladder_distinct x.1 x.2).1, Finset.mem_univ _⟩)
  · -- a string that belongs to no pair does not occur
    intro Q hQ hn
    have hne : ∀ p q, Q ≠ ladder p q := fun p q hq => hn ⟨(p, q), by simp, hq.symm⟩
    rw [coeff Q (Finset.ne_of_mem_erase hQ)]
    simp [hne, hg]
  · intro x _

    rw [coeff _ (ladder_distinct x.1 x.2).1,
      delta (fun p q => (if p = q then -1 else 1) * (h p q : ℂ) / 2)]

/-- For real symmetric `h`, the nonidentity Pauli coefficients of the Jordan-Wigner image of
`∑ h_pq a_p† a_q` have one-norm `(1/2) ∑ |h_pq|`. -/
theorem pauliOneNorm_oneBody {h : Matrix (Fin n) (Fin n) ℝ} (hs : h.IsSymm) :
    pauliOneNorm (oneBody h) = 1 / 2 * ∑ p, ∑ q, |h p q| := by
  rw [pauliOneNorm, sum_pauliCoeff hs (fun z => ‖z‖) norm_zero, Fintype.sum_prod_type]
  simp only [Finset.mul_sum]
  refine Finset.sum_congr rfl fun p _ => Finset.sum_congr rfl fun q _ => ?_
  split_ifs <;> simp [div_eq_inv_mul]

/-- For real symmetric `h`, the number of nonidentity Pauli strings with nonzero coefficient
equals the number of nonzero entries of `h`. -/
theorem card_pauli_terms {h : Matrix (Fin n) (Fin n) ℝ} (hs : h.IsSymm) :
    ((Finset.univ.erase (identityString n)).filter
      fun P => pauliCoeff P (oneBody h) ≠ 0).card
      = (Finset.univ.filter fun x : Fin n × Fin n => h x.1 x.2 ≠ 0).card := by
  rw [Finset.card_filter, Finset.card_filter]
  refine (sum_pauliCoeff hs (fun z => if z ≠ 0 then 1 else 0) (by simp)).trans ?_
  refine Finset.sum_congr rfl fun x _ => ?_
  have hz : (if x.1 = x.2 then -1 else 1) * (h x.1 x.2 : ℂ) / 2 ≠ 0 ↔ h x.1 x.2 ≠ 0 := by
    split_ifs <;> simp
  simp only [hz]

/-- For a diagonal one-body matrix with orbital energies `ε`, the one-norm is half the sum of
the absolute orbital energies. -/
theorem pauliOneNorm_diagonal (ε : Fin n → ℝ) :
    pauliOneNorm (oneBody (Matrix.diagonal ε)) = 1 / 2 * ∑ p, |ε p| := by
  rw [pauliOneNorm_oneBody (Matrix.isSymm_diagonal ε)]
  simp only [Matrix.diagonal_apply, apply_ite abs, abs_zero, Finset.sum_ite_eq,
    Finset.mem_univ, if_true]

end

end JordanWignerOneNorm
```

```lean
#print axioms JordanWignerOneNorm.pauliOneNorm_oneBody
#print axioms JordanWignerOneNorm.card_pauli_terms
#print axioms JordanWignerOneNorm.pauliOneNorm_diagonal
```

```
'JordanWignerOneNorm.pauliOneNorm_oneBody' depends on axioms: [propext, Classical.choice, Quot.sound]
'JordanWignerOneNorm.card_pauli_terms' depends on axioms: [propext, Classical.choice, Quot.sound]
'JordanWignerOneNorm.pauliOneNorm_diagonal' depends on axioms: [propext, Classical.choice, Quot.sound]
```
